# Counting bonds of each type after one bond is put at the front of a sequence

A finite sequence of `n` bonds is given, each bond being of one of four types, and `occ u a` counts the bonds of type `a` in the sequence `u`. The lemma says that putting a bond of type `i` in front of `u` raises this count by one if `i = a` and leaves it unchanged otherwise. It is a purely combinatorial statement, with no Hamiltonian or quantum state in it, and it holds for every `n`, including zero. The attempt unfolds the count into a sum of ones and zeros and asks `simp` to split off the first term.

The failing Lean file:

```lean
import Mathlib

open Finset
open scoped Nat

namespace DiamondMoments

/-- How many times bond type `i` occurs in a bond sequence. -/
def occ {n : ℕ} (u : Fin n → Fin 4) (i : Fin 4) : ℕ := ∑ j, if u j = i then 1 else 0

private lemma occ_cons {n : ℕ} (i : Fin 4) (u : Fin n → Fin 4) (a : Fin 4) :
    occ (Fin.cons i u : Fin (n + 1) → Fin 4) a = (if i = a then 1 else 0) + occ u a := by
  simp [occ, Fin.sum_univ_succ]

end DiamondMoments
```

Compiling this gives:

```
Main.lean:12:87: error: unsolved goals
n : ℕ
i : Fin 4
u : Fin n → Fin 4
a : Fin 4
⊢ #{x | Fin.cons i u x = a} = (if i = a then 1 else 0) + #{x | u x = a}
Main.lean:13:13: warning: This simp argument is unused:
  Fin.sum_univ_succ

Hint: Omit it from the simp argument list.
  [apply] simp [occ]

Note: This linter can be disabled with `set_option linter.unusedSimpArgs false`
```

What went wrong. The error shows the goal that `simp` could not close. Both sums have become cardinalities, written `#{x | ...}`, because `simp` by default rewrites a sum of ones and zeros as the size of the set where the condition holds. `Fin.sum_univ_succ` splits the first term off a sum over `Fin (n + 1)`, so it has nothing to act on in that goal. The warning confirms that it was never used. Following the hint and omitting it would only tidy the call and leave the same goal unsolved.

In the repair, `unfold occ` exposes the sums, and `simp only` uses just the listed lemmas, so the default rewriting to cardinalities no longer takes place. `Fin.sum_univ_succ` now splits the left-hand sum, `Fin.cons_zero` reduces the first entry to `i`, and `Fin.cons_succ` reduces the later entries to those of `u`. The two sides are then identical, and the goal closes.

Lean accepts the file once it reads:

```diff
@@ -11,5 +11,6 @@
 private lemma occ_cons {n : ℕ} (i : Fin 4) (u : Fin n → Fin 4) (a : Fin 4) :
     occ (Fin.cons i u : Fin (n + 1) → Fin 4) a = (if i = a then 1 else 0) + occ u a := by
-  simp [occ, Fin.sum_univ_succ]
+  unfold occ
+  simp only [Fin.sum_univ_succ, Fin.cons_zero, Fin.cons_succ]
 
 end DiamondMoments
```
